# A diagonal unitary removes the z-axis Dzyaloshinskii-Moriya coupling from an open spin-half chain

Before diagonalising an open spin-half chain with nearest-neighbour exchange J in the xy plane and Dzyaloshinskii-Moriya coupling D along z, one can set D to zero and replace J by √(J² + D²), leaving the exchange along z as it is. The energies stay the same, and in the usual basis the complex Hermitian matrix becomes real symmetric.

## The chain and its couplings

Write x_j, y_j, z_j for the spin components at site j, with ħ = 1. Neighbouring sites j and k = j + 1 contribute

J P + D Q + K z_j z_k, where P = x_j x_k + y_j y_k and Q = x_j y_k − y_j x_k.

The D term stands for the antisymmetric exchange that spin-orbit coupling allows on a bond without an inversion centre. K is the z exchange, often written J_z. Isotropic exchange is the case K = J; it becomes anisotropic when a nonzero D is removed, because J changes and K does not. All three couplings are real and may vary from bond to bond.

## What is proved

`chain_gauge` states that U H(J, D, K) U† = H(√(J² + D²), 0, K), where H is the sum of the bond terms and U is the explicit diagonal matrix `gauge (angles J D)`. An eigenvector v of the new chain gives the eigenvector U†v of the original one, so in-plane spin correlations have to be transformed back. `chain_charpoly` adds that the two characteristic polynomials agree, so the energies agree with their multiplicities.

In Lean, `Op N` is the type of complex matrices indexed by spin configurations, with `0` for up and `1` for down. `site j A` acts with A on site j and as the identity elsewhere, and `star` is †. `chain` has n bonds and n + 1 spins; for n = 0 it is zero. Constant functions J, D, K give the uniform chain.

That a given magnet has this Hamiltonian, with every Dzyaloshinskii-Moriya vector along the common z axis and only nearest-neighbour bonds, is a physical assumption.

## Rotating each spin about z

Let U multiply each configuration by exp(iφ_k) for every up spin at site k. An operator on site j connects only configurations that agree elsewhere, so all phases except that of φ_j cancel. The up-down element of x_j becomes exp(iφ_j)/2, and that of y_j becomes −i exp(iφ_j)/2. With c_j = cos φ_j and s_j = sin φ_j,

x_j → c_j x_j − s_j y_j

y_j → c_j y_j + s_j x_j

z_j → z_j.

Multiply these out on a bond and put δ = φ_k − φ_j:

P → (c_j c_k + s_j s_k) P − (c_j s_k − s_j c_k) Q = cos δ P − sin δ Q

Q → cos δ Q + sin δ P.

The couplings therefore become

J' = J cos δ + D sin δ, D' = D cos δ − J sin δ, K' = K.

## Choosing the angles

Let R = √(J² + D²) and θ = arg(J + iD), so that J = R cos θ and D = R sin θ. For δ = θ,

J' = R(cos² θ + sin² θ) = R

D' = R(sin θ cos θ − cos θ sin θ) = 0.

On an open chain, start with φ_0 = 0 and add the θ of each bond in turn. Every bond then has the δ it needs.

## Two spins with J = 3, D = 4, K = 2

The states up-up and down-down have energy K/4 = 1/2. Between up-down and down-up the matrix has diagonal −1/2 and off-diagonal element (3 + 4i)/2, so the energies are −1/2 ± 5/2, that is 2 and −3. U multiplies down-up by (3 + 4i)/5, which turns the off-diagonal element into 5/2 = R/2.

## Closing the chain to a ring

`ring_gauge` treats a uniform ring of n + 1 sites under the hypothesis (n + 1)θ = 2πm with m an integer. Without any condition on the total twist the statement fails. Take three spins with J = K = 0 and D = 1. With one spin up, the energies are −sin q for q = 0, ±2π/3, that is 0 and ±√3/2; one spin down gives the same values, and the aligned states have energy 0. The ring with J = 1 and D = 0 has an energy 1, so no unitary connects the two.

## The Lean file

```lean
import Mathlib

open Matrix

namespace DzyaloshinskiiMoriyaGauge

noncomputable section

/-- Operators on `N` spins one-half, as matrices between spin configurations
(`0` is up, `1` is down). -/
abbrev Op (N : ℕ) := Matrix (Fin N → Fin 2) (Fin N → Fin 2) ℂ

/-- The spin-half matrix for the x component. -/
def sx : Matrix (Fin 2) (Fin 2) ℂ := !![0, 1 / 2; 1 / 2, 0]

/-- The spin-half matrix for the y component. -/
def sy : Matrix (Fin 2) (Fin 2) ℂ := !![0, -Complex.I / 2; Complex.I / 2, 0]

/-- The spin-half matrix for the z component. -/
def sz : Matrix (Fin 2) (Fin 2) ℂ := !![1 / 2, 0; 0, -1 / 2]

/-- The one-spin operator `A` acting on site `j`, with the identity on all other sites. -/
def site {N : ℕ} (j : Fin N) (A : Matrix (Fin 2) (Fin 2) ℂ) : Op N :=
  Matrix.of fun s t => if ∀ k, k ≠ j → s k = t k then A (s j) (t j) else 0

/-- The number of up spins on one site: one for up, zero for down. -/
def up : Fin 2 → ℝ := ![1, 0]

/-- The diagonal gauge transformation: each up spin at site `k` contributes the
phase factor `exp (i φ k)`. -/
def gauge {N : ℕ} (φ : Fin N → ℝ) : Op N :=
  Matrix.diagonal fun s => Complex.exp (Complex.I * ((∑ k, φ k * up (s k) : ℝ) : ℂ))

/-- The coupling of sites `j` and `k`: exchange `J` in the plane, Dzyaloshinskii-Moriya
coupling `D` along z, and exchange `K` along z. -/
def bond {N : ℕ} (J D K : ℝ) (j k : Fin N) : Op N :=
  J • (site j sx * site k sx + site j sy * site k sy)
    + D • (site j sx * site k sy - site j sy * site k sx)
    + K • (site j sz * site k sz)

/-- The open chain of `n + 1` spins, with couplings that may differ from bond to bond. -/
def chain {n : ℕ} (J D K : Fin n → ℝ) : Op (n + 1) :=
  ∑ i, bond (J i) (D i) (K i) i.castSucc i.succ

/-- The twist angle of a bond, the argument of `J + i D`. -/
def twist (J D : ℝ) : ℝ := Complex.arg (J + D * Complex.I)

/-- The gauge angle at site `k`: the sum of the twists of all bonds to its left. -/
def angles {n : ℕ} (J D : Fin n → ℝ) (k : Fin (n + 1)) : ℝ :=
  ∑ i : Fin n, if (i : ℕ) < (k : ℕ) then twist (J i) (D i) else 0

/-- A phase factor times the conjugate of another is the phase factor of the difference. -/
theorem phase_mul_star (a b : ℝ) :
    Complex.exp (Complex.I * (a : ℂ)) * star (Complex.exp (Complex.I * (b : ℂ)))
      = Complex.exp (Complex.I * ((a - b : ℝ) : ℂ)) := by
  rw [Complex.star_def, ← Complex.exp_conj, ← Complex.exp_add]
  congr 1
  simp only [map_mul, Complex.conj_I, Complex.conj_ofReal, Complex.ofReal_sub]
  ring

/-- The gauge transformation is diagonal and unitary. -/
theorem gauge_diagonal_unitary {N : ℕ} (φ : Fin N → ℝ) :
    (gauge φ).IsDiag ∧ gauge φ ∈ Matrix.unitaryGroup (Fin N → Fin 2) ℂ := by
  refine ⟨Matrix.isDiag_diagonal _, ?_⟩
  rw [Matrix.mem_unitaryGroup_iff, gauge, Matrix.star_eq_conjTranspose,
    Matrix.diagonal_conjTranspose, Matrix.diagonal_mul_diagonal, ← Matrix.diagonal_one]
  congr 1
  funext s
  rw [Pi.star_apply, phase_mul_star]
  simp

/-- Conjugation by the gauge transformation keeps a one-site operator on its site and
multiplies its matrix elements by phases that depend on the angle at that site only. -/
theorem gauge_site {N : ℕ} (φ : Fin N → ℝ) (j : Fin N) (A : Matrix (Fin 2) (Fin 2) ℂ) :
    gauge φ * site j A * star (gauge φ) = site j (Matrix.of fun a b =>
      Complex.exp (Complex.I * ((φ j * (up a - up b) : ℝ) : ℂ)) * A a b) := by
  ext s t
  rw [gauge, Matrix.star_eq_conjTranspose, Matrix.diagonal_conjTranspose,
    Matrix.mul_diagonal, Matrix.diagonal_mul, Pi.star_apply, mul_right_comm, phase_mul_star]
  simp only [site, Matrix.of_apply]
  split_ifs with h
  · -- the phases of all sites other than `j` cancel
    have key : ∑ k, φ k * up (s k) - ∑ k, φ k * up (t k) = φ j * (up (s j) - up (t j)) := by
      rw [← Finset.sum_sub_distrib, Finset.sum_eq_single j]
      · ring
      · intro k _ hk
        rw [h k hk, sub_self]
      · simp
    rw [key]
  · simp

/-- The gauge transformation rotates the spin at site `j` about the z axis by the angle
`φ j` and leaves its z component unchanged. -/
theorem gauge_spin {N : ℕ} (φ : Fin N → ℝ) (j : Fin N) :
    gauge φ * site j sx * star (gauge φ)
        = Real.cos (φ j) • site j sx - Real.sin (φ j) • site j sy ∧
    gauge φ * site j sy * star (gauge φ)
        = Real.cos (φ j) • site j sy + Real.sin (φ j) • site j sx ∧
    gauge φ * site j sz * star (gauge φ) = site j sz := by
  have h1 : Complex.exp (Complex.I * (φ j : ℂ))
      = Complex.cos (φ j) + Complex.sin (φ j) * Complex.I := by
    rw [mul_comm, Complex.exp_mul_I]
  have h2 : Complex.exp (-(Complex.I * (φ j : ℂ)))
      = Complex.cos (φ j) - Complex.sin (φ j) * Complex.I := by
    rw [mul_comm, ← neg_mul, Complex.exp_mul_I, Complex.cos_neg, Complex.sin_neg]
    ring
  -- the three rotations of a single spin, element by element
  have hx : ∀ a b, Complex.exp (Complex.I * ((φ j * (up a - up b) : ℝ) : ℂ)) * sx a b
      = Real.cos (φ j) • sx a b - Real.sin (φ j) • sy a b := by
    intro a b
    fin_cases a <;> fin_cases b <;> simp [up, sx, sy, h1, h2] <;> ring
  have hy : ∀ a b, Complex.exp (Complex.I * ((φ j * (up a - up b) : ℝ) : ℂ)) * sy a b
      = Real.cos (φ j) • sy a b + Real.sin (φ j) • sx a b := by
    intro a b
    fin_cases a <;> fin_cases b <;> simp [up, sx, sy, h1, h2] <;>
      linear_combination (-(Complex.sin (φ j)) / 2) * Complex.I_sq
  have hz : ∀ a b, Complex.exp (Complex.I * ((φ j * (up a - up b) : ℝ) : ℂ)) * sz a b
      = sz a b := by
    intro a b
    fin_cases a <;> fin_cases b <;> simp [up, sz]
  refine ⟨?_, ?_, ?_⟩
  · rw [gauge_site]
    ext s t
    simp only [site, Matrix.of_apply, Matrix.sub_apply, Matrix.smul_apply]
    split_ifs
    · exact hx _ _
    · simp
  · rw [gauge_site]
    ext s t
    simp only [site, Matrix.of_apply, Matrix.add_apply, Matrix.smul_apply]
    split_ifs
    · exact hy _ _
    · simp
  · rw [gauge_site]
    congr 1
    ext a b
    exact hz a b

/-- On a bond the gauge transformation rotates the pair `(J, D)` by the difference of the
two site angles and leaves `K` unchanged. -/
theorem gauge_bond {N : ℕ} (φ : Fin N → ℝ) (J D K : ℝ) (j k : Fin N) :
    gauge φ * bond J D K j k * star (gauge φ)
      = bond (J * Real.cos (φ k - φ j) + D * Real.sin (φ k - φ j))
          (D * Real.cos (φ k - φ j) - J * Real.sin (φ k - φ j)) K j k := by
  have hU : star (gauge φ) * gauge φ = 1 :=
    Matrix.mem_unitaryGroup_iff'.mp (gauge_diagonal_unitary φ).2
  -- conjugation respects products
  have hm : ∀ A B : Op N, gauge φ * (A * B) * star (gauge φ)
      = (gauge φ * A * star (gauge φ)) * (gauge φ * B * star (gauge φ)) := by
    intro A B
    simp only [mul_assoc]
    rw [← mul_assoc (star (gauge φ)) (gauge φ), hU, one_mul]
  obtain ⟨xj, yj, zj⟩ := gauge_spin φ j
  obtain ⟨xk, yk, zk⟩ := gauge_spin φ k
  simp only [bond, mul_add, add_mul, mul_sub, sub_mul, mul_smul_comm, smul_mul_assoc,
    hm, xj, yj, zj, xk, yk, zk, Real.cos_sub, Real.sin_sub]
  module

/-- If the site angles differ by the twist of the bond, up to full turns, the
Dzyaloshinskii-Moriya coupling disappears and `J` becomes `√(J² + D²)`. -/
theorem gauge_bond_removes {N : ℕ} (φ : Fin N → ℝ) (J D K : ℝ) (j k : Fin N) (m : ℤ)
    (h : φ k - φ j = twist J D + m * (2 * Real.pi)) :
    gauge φ * bond J D K j k * star (gauge φ) = bond (√(J ^ 2 + D ^ 2)) 0 K j k := by
  have hc : √(J ^ 2 + D ^ 2) * Real.cos (twist J D) = J := by
    rw [← Complex.norm_add_mul_I, twist, Complex.norm_mul_cos_arg]
    simp
  have hs : √(J ^ 2 + D ^ 2) * Real.sin (twist J D) = D := by
    rw [← Complex.norm_add_mul_I, twist, Complex.norm_mul_sin_arg]
    simp
  rw [gauge_bond, h, Real.cos_add_int_mul_two_pi, Real.sin_add_int_mul_two_pi]
  congr 1
  · linear_combination (-Real.cos (twist J D)) * hc - Real.sin (twist J D) * hs
      + √(J ^ 2 + D ^ 2) * Real.sin_sq_add_cos_sq (twist J D)
  · linear_combination Real.sin (twist J D) * hc - Real.cos (twist J D) * hs

/-- On an open chain with arbitrary real bond couplings, the diagonal gauge transformation
removes every Dzyaloshinskii-Moriya term and replaces each `J` by `√(J² + D²)`. -/
theorem chain_gauge {n : ℕ} (J D K : Fin n → ℝ) :
    gauge (angles J D) * chain J D K * star (gauge (angles J D))
      = chain (fun i => √(J i ^ 2 + D i ^ 2)) (fun _ => 0) K := by
  simp only [chain, Finset.mul_sum, Finset.sum_mul]
  refine Finset.sum_congr rfl fun i _ => gauge_bond_removes _ _ _ _ _ _ 0 ?_
  -- neighbouring angles differ by the twist of the bond between them
  simp only [angles]
  rw [← Finset.sum_sub_distrib, Finset.sum_eq_single i]
  · simp
  · intro b _ hb
    have hne : (b : ℕ) ≠ (i : ℕ) := fun h => hb (Fin.ext h)
    have e : (b : ℕ) < (i.succ : ℕ) ↔ (b : ℕ) < (i.castSucc : ℕ) := by
      change (b : ℕ) < (i : ℕ) + 1 ↔ (b : ℕ) < (i : ℕ)
      omega
    simp only [e, sub_self]
  · simp

/-- The open chain has the same characteristic polynomial as the chain without
Dzyaloshinskii-Moriya coupling in which each `J` is replaced by `√(J² + D²)`. -/
theorem chain_charpoly {n : ℕ} (J D K : Fin n → ℝ) :
    (chain J D K).charpoly
      = (chain (fun i => √(J i ^ 2 + D i ^ 2)) (fun _ => 0) K).charpoly := by
  have hU : star (gauge (angles J D)) * gauge (angles J D) = 1 :=
    Matrix.mem_unitaryGroup_iff'.mp (gauge_diagonal_unitary (angles J D)).2
  -- insert `U* U = 1` and move `U*` to the other side
  calc (chain J D K).charpoly
      = (star (gauge (angles J D)) * (gauge (angles J D) * chain J D K)).charpoly := by
        rw [← mul_assoc, hU, one_mul]
    _ = (gauge (angles J D) * chain J D K * star (gauge (angles J D))).charpoly :=
        Matrix.charpoly_mul_comm (star (gauge (angles J D)))
          (gauge (angles J D) * chain J D K)
    _ = (chain (fun i => √(J i ^ 2 + D i ^ 2)) (fun _ => 0) K).charpoly :=
        congrArg Matrix.charpoly (chain_gauge J D K)

/-- A uniform chain closed to a ring by a bond from the last site to the first also loses its
Dzyaloshinskii-Moriya coupling, with site angles growing linearly, if the twists around the
ring add up to a whole number of turns. -/
theorem ring_gauge {n : ℕ} (J D K : ℝ) (m : ℤ)
    (h : ((n : ℝ) + 1) * twist J D = m * (2 * Real.pi)) :
    let U : Op (n + 1) := gauge fun k => ((k : ℕ) : ℝ) * twist J D
    U * (chain (fun _ : Fin n => J) (fun _ => D) (fun _ => K)
        + bond J D K (Fin.last n) 0) * star U
      = chain (fun _ : Fin n => √(J ^ 2 + D ^ 2)) (fun _ => 0) (fun _ => K)
        + bond (√(J ^ 2 + D ^ 2)) 0 K (Fin.last n) 0 := by
  intro U
  rw [mul_add, add_mul]
  congr 1
  · simp only [chain, Finset.mul_sum, Finset.sum_mul]
    refine Finset.sum_congr rfl fun i _ => gauge_bond_removes _ _ _ _ _ _ 0 ?_
    change (((i : ℕ) + 1 : ℕ) : ℝ) * twist J D - ((i : ℕ) : ℝ) * twist J D = _
    push_cast
    ring
  · -- the closing bond sees the twist only up to `m` full turns
    refine gauge_bond_removes _ _ _ _ _ _ (-m) ?_
    change ((0 : ℕ) : ℝ) * twist J D - (n : ℝ) * twist J D = _
    push_cast
    linarith

end

end DzyaloshinskiiMoriyaGauge
```

```lean
#print axioms DzyaloshinskiiMoriyaGauge.chain_gauge
#print axioms DzyaloshinskiiMoriyaGauge.chain_charpoly
#print axioms DzyaloshinskiiMoriyaGauge.ring_gauge
```

```
'DzyaloshinskiiMoriyaGauge.chain_gauge' depends on axioms: [propext, Classical.choice, Quot.sound]
'DzyaloshinskiiMoriyaGauge.chain_charpoly' depends on axioms: [propext, Classical.choice, Quot.sound]
'DzyaloshinskiiMoriyaGauge.ring_gauge' depends on axioms: [propext, Classical.choice, Quot.sound]
```

## From single phases to the whole chain

`gauge_site` is the cancellation of phases: `Finset.sum_eq_single j` leaves only site j in the difference of the two sums. `gauge_spin` then checks the three rotations element by element with `fin_cases`.

`gauge_bond` inserts U†U = 1 between the two spin operators, expands with the addition formulas, and lets `module` compare coefficients. In `gauge_bond_removes`, `hc` and `hs` are the polar forms of J and D, and `linear_combination` does the algebra for J' and D'. An integer number of full turns in δ is allowed.

`chain_gauge` works bond by bond: neighbouring `angles` are partial sums that differ in one term. `chain_charpoly` uses that AB and BA have the same characteristic polynomial. In `ring_gauge` the closing bond has δ = −nθ = θ − 2πm, which is where the spare turns are used.
